# For n equal-cost k-points on p pools with 1 ≤ p ≤ n, the best wall time is ⌈n/p⌉ and the efficiency exceeds 1/2

Some periodic electronic-structure codes let the user choose the number of k-point pools, that is, groups of processors that each work on one k-point at a time. With 10 k-points, 5 pools finish in two rounds. So do 6, 7, 8 and 9 pools, and only the tenth pool brings the time down to one round. The choice thus depends on how the wall time varies with the number of pools.

In the model used here, every k-point costs the same, a k-point is never split between pools, and communication is free. The unit of time is the cost of one k-point on one pool, and it does not depend on p. Adding a pool therefore means adding processors, not cutting a fixed set of processors into smaller groups.

```lean
import Mathlib

open Finset

namespace KPointPools
```

## Distributions, loads and the finishing time

Number the k-points k = 0, …, n − 1 and the pools j = 0, …, p − 1. A distribution is a map a from k-points to pools, so each k-point is computed exactly once. The load of pool j is the number of k-points sent to it:

load(a, j) = #{k : a(k) = j}.

In Lean the two index sets are `Fin n` and `Fin p`, and a distribution is any function `a : Fin n → Fin p`.

```lean
/-- The number of k-points that the distribution `a` assigns to pool `j`. -/
def load {n p : ℕ} (a : Fin n → Fin p) (j : Fin p) : ℕ :=
  (univ.filter (fun k => a k = j)).card
```

The calculation is finished when the busiest pool is finished:

makespan(a) = maxⱼ load(a, j).

```lean
/-- The time at which the busiest pool finishes, in units of the cost of one k-point. -/
def makespan {n p : ℕ} (a : Fin n → Fin p) : ℕ :=
  univ.sup (load a)
```

One particular distribution deals out the k-points in turn, sending k to pool k mod p. The hypothesis `hp` says that there is at least one pool to receive them.

```lean
/-- Round-robin distribution: k-point number `k` goes to pool `k mod p`. -/
def roundRobin (n : ℕ) {p : ℕ} (hp : 0 < p) : Fin n → Fin p :=
  fun k => ⟨(k : ℕ) % p, Nat.mod_lt _ hp⟩
```

## The candidate wall time and the efficiency

Write T(n, p) for the candidate wall time:

T(n, p) = ⌈n/p⌉.

At this stage it is only a number. Its link to the distributions is proved below. The quotient is taken in the real numbers and then rounded up to a natural number.

```lean
/-- The wall time `⌈n/p⌉` for `n` k-points on `p ≥ 1` pools, in units of the cost of
one k-point. -/
noncomputable def wallTime (n p : ℕ) : ℕ := ⌈(n : ℝ) / p⌉₊
```

One pool alone would need time n. The efficiency compares this serial time with the pool time reserved, p pools for a time T(n, p):

efficiency(n, p) = n / (p T(n, p)).

```lean
/-- The parallel efficiency `n / (p ⌈n/p⌉)`: serial time over pools times wall time,
for `n ≥ 1` and `p ≥ 1`. -/
noncomputable def efficiency (n p : ℕ) : ℝ := (n : ℝ) / (p * (wallTime n p : ℝ))
```

## A time limit is a count of slots

In time t, p pools offer pt slots for k-points. By the definition of the ceiling, and because p > 0,

⌈n/p⌉ ≤ t ⇔ n/p ≤ t ⇔ n ≤ pt.

The Lean proof takes the same two steps, with `Nat.ceil_le` and `div_le_iff₀`, and `norm_cast` then returns from real to natural numbers. Most of the later arguments use this equivalence in place of the ceiling.

```lean
/-- With at least one pool, the wall time is at most `t` exactly when the `p` pools
offer at least `n` slots in time `t`. -/
theorem wallTime_le_iff {n p t : ℕ} (hp : 0 < p) :
    wallTime n p ≤ t ↔ n ≤ p * t := by
  have hp' : (0 : ℝ) < p := by exact_mod_cast hp
  unfold wallTime
  rw [Nat.ceil_le, div_le_iff₀ hp', mul_comm p t]
  norm_cast
```

## No distribution is faster than ⌈n/p⌉

Every k-point sits in exactly one pool, and no load exceeds the makespan. Summing over the pools gives

n = ∑ⱼ load(a, j) ≤ p · makespan(a).

By the slot count with t = makespan(a), it follows that T(n, p) ≤ makespan(a). The theorem holds for every distribution `a`, however it was chosen. The `calc` block is the displayed line, and its first equality comes from counting the k-points pool by pool.

```lean
/-- No distribution of `n` equal-cost k-points over `p ≥ 1` pools finishes before
`⌈n/p⌉`. -/
theorem wallTime_le_makespan {n p : ℕ} (hp : 0 < p) (a : Fin n → Fin p) :
    wallTime n p ≤ makespan a := by
  apply (wallTime_le_iff hp).2
  -- every k-point sits in exactly one pool
  have h := Finset.card_eq_sum_card_fiberwise (f := a) (s := univ) (t := univ)
    (fun _ _ => by simp)
  rw [Finset.card_univ, Fintype.card_fin] at h
  calc n = ∑ j, load a j := h
    _ ≤ ∑ _j : Fin p, makespan a :=
        Finset.sum_le_sum fun j _ => Finset.le_sup (f := load a) (Finset.mem_univ j)
    _ = p * makespan a := by simp
```

## Dealing in turn attains the bound

Let two k-points k and l lie in the same pool of the round-robin distribution. They have the same remainder on division by p. Since

k = p ⌊k/p⌋ + (k mod p),

they can differ only in their quotients. The slot count with t = T(n, p) gives k < n ≤ p T(n, p), so each quotient satisfies

⌊k/p⌋ < T(n, p).

A pool therefore holds at most T(n, p) k-points. Together with the lower bound, the makespan is exactly T(n, p), which makes ⌈n/p⌉ the shortest time over all distributions.

In the code, `Finset.card_le_card_of_injOn` compares the load with the size of `Finset.range (wallTime n p)`. It asks for two things: that the quotients lie in this range, and that they tell the k-points of one pool apart.

```lean
/-- Round-robin distribution over `p ≥ 1` pools finishes at time `⌈n/p⌉`. -/
theorem makespan_roundRobin (n : ℕ) {p : ℕ} (hp : 0 < p) :
    makespan (roundRobin n hp) = wallTime n p := by
  refine le_antisymm (Finset.sup_le fun j _ => ?_) (wallTime_le_makespan hp _)
  have hn : n ≤ p * wallTime n p := (wallTime_le_iff hp).1 le_rfl
  -- k-points of one pool are told apart by the quotient k / p
  have key : load (roundRobin n hp) j ≤ (Finset.range (wallTime n p)).card := by
    unfold load
    apply Finset.card_le_card_of_injOn (fun k : Fin n => (k : ℕ) / p)
    · intro k _
      have hk : (k : ℕ) / p < wallTime n p :=
        Nat.div_lt_of_lt_mul (lt_of_lt_of_le k.isLt hn)
      simpa using hk
    · intro k hk l hl h
      have hk' : (k : ℕ) % p = j := by simpa [roundRobin, Fin.ext_iff] using hk
      have hl' : (l : ℕ) % p = j := by simpa [roundRobin, Fin.ext_iff] using hl
      have h' : (k : ℕ) / p = (l : ℕ) / p := h
      apply Fin.ext
      calc (k : ℕ) = p * ((k : ℕ) / p) + (k : ℕ) % p := (Nat.div_add_mod _ _).symm
        _ = p * ((l : ℕ) / p) + (l : ℕ) % p := by rw [h', hk', hl']
        _ = l := Nat.div_add_mod _ _
  simpa using key
```

## The efficiency lies above one half

Now let 1 ≤ p ≤ n. Then T(n, p) is at least 1, and we can write T(n, p) = s + 1. One time unit less would not suffice, so the slot count gives ps < n. Hence

p T(n, p) = ps + p < n + p ≤ 2n,

and dividing n by p T(n, p) gives an efficiency above 1/2. The upper bound of 1 is the inequality n ≤ p T(n, p).

The efficiency equals 1 exactly when n = p T(n, p), and then p divides n. Conversely, if n = pq, the slot count gives T(n, p) ≤ q, so p T(n, p) ≤ pq = n, and equality holds.

The theorem states the three claims as one conjunction. In the proof, `h1` is n ≤ p T(n, p), `h2` is ps < n, and `h4` is the bound by 2n.

```lean
/-- For `1 ≤ p ≤ n` the parallel efficiency exceeds one half and is at most one, and it
equals one exactly when the number of pools divides the number of k-points. -/
theorem efficiency_bounds {n p : ℕ} (hp : 0 < p) (hpn : p ≤ n) :
    1 / 2 < efficiency n p ∧ efficiency n p ≤ 1 ∧ (efficiency n p = 1 ↔ p ∣ n) := by
  have h1 : n ≤ p * wallTime n p := (wallTime_le_iff hp).1 le_rfl
  have hT : wallTime n p ≠ 0 := by
    intro h0
    rw [h0] at h1
    omega
  obtain ⟨s, hs⟩ : ∃ s, wallTime n p = s + 1 := ⟨wallTime n p - 1, by omega⟩
  -- one time unit less would not suffice
  have h2 : p * s < n := by
    by_contra h
    have h3 : wallTime n p ≤ s := (wallTime_le_iff hp).2 (not_lt.1 h)
    omega
  have hp' : (0 : ℝ) < p := by exact_mod_cast hp
  have hD : (0 : ℝ) < (p : ℝ) * ((s + 1 : ℕ) : ℝ) := mul_pos hp' (by positivity)
  unfold efficiency
  rw [hs] at h1 ⊢
  refine ⟨?_, ?_, ?_⟩
  · rw [lt_div_iff₀ hD]
    have h4 : p * (s + 1) < 2 * n := by nlinarith
    have h5 : (p : ℝ) * ((s + 1 : ℕ) : ℝ) < 2 * n := by exact_mod_cast h4
    linarith
  · rw [div_le_one hD]
    exact_mod_cast h1
  · rw [div_eq_one_iff_eq hD.ne']
    constructor
    · intro h
      have h' : n = p * (s + 1) := by exact_mod_cast h
      exact ⟨s + 1, h'⟩
    · rintro ⟨q, hq⟩
      have hle : wallTime n p ≤ q := (wallTime_le_iff hp).2 hq.le
      rw [hs] at hle
      have h' : n = p * (s + 1) :=
        le_antisymm h1 (le_of_le_of_eq (Nat.mul_le_mul_left p hle) hq.symm)
      exact_mod_cast h'
```

The hypothesis p ≤ n enters in the last step of the displayed line. Take n = 1 and p = 2: the wall time is 1, one pool idles, and the efficiency is exactly 1/2. The strict bound therefore fails if one assumes only p ≤ 2n.

## The plateau at two rounds

The wall time is 2 when it is at most 2 but not at most 1. By the slot count with t = 2 and t = 1, this means n ≤ 2p and p < n, so

T(n, p) = 2 ⇔ n/2 ≤ p < n.

The division in `(n : ℝ) / 2 ≤ p` is real, so odd n needs no separate treatment. Once the three equivalences `h1`, `h2` and `h3` are in place, `omega` settles the remaining integer arithmetic.

```lean
/-- With at least one pool, the wall time is two k-point units exactly when
`n/2 ≤ p < n`. -/
theorem wallTime_eq_two_iff {n p : ℕ} (hp : 0 < p) :
    wallTime n p = 2 ↔ (n : ℝ) / 2 ≤ p ∧ p < n := by
  have h1 : wallTime n p ≤ 1 ↔ n ≤ p * 1 := wallTime_le_iff hp
  have h2 : wallTime n p ≤ 2 ↔ n ≤ p * 2 := wallTime_le_iff hp
  have h3 : (n : ℝ) / 2 ≤ p ↔ n ≤ p * 2 := by
    rw [div_le_iff₀ (by norm_num : (0 : ℝ) < 2)]
    norm_cast
  rw [h3]
  omega
```

As long as the number of pools stays below n, an extra pool in this range saves no time, and the efficiency n/(2p) falls as p grows. For 10 k-points it is 1 with 5 pools and 5/9 with 9.

## The fewest pools for a given time limit

The slot count n ≤ pt is symmetric in p and t. For p ≥ 1 and t ≥ 1, reading it both ways gives

⌈n/p⌉ ≤ t ⇔ ⌈n/t⌉ ≤ p.

So for n ≥ 1, the smallest number of pools that meets the limit t is ⌈n/t⌉. For 10 k-points and a limit of 3 units, that is 4 pools. In the Lean statement, `wallTime n t` has the time limit in the second place, and its value is read as a number of pools.

```lean
/-- For a time limit `t ≥ 1`, a number `p ≥ 1` of pools meets the limit exactly when
`p` is at least `⌈n/t⌉`. -/
theorem fewest_pools {n p t : ℕ} (hp : 0 < p) (ht : 0 < t) :
    wallTime n p ≤ t ↔ wallTime n t ≤ p := by
  rw [wallTime_le_iff hp, wallTime_le_iff ht, mul_comm]
```

For equal-cost k-points on pools of fixed size, this gives a simple rule for a job script: choose the acceptable number of rounds t first, and then request ⌈n/t⌉ pools.

## One pool too few

The efficiency comes close to 1/2 when a large calculation is a single pool short. Take m ≥ 1 pools and m + 1 k-points. Since (m + 1)/2 ≤ m < m + 1, the wall time is 2, and

efficiency(m + 1, m) = (m + 1)/(2m) = 1/2 + 1/(2m).

With the round-robin distribution, one pool works in the second round and the other m − 1 wait. For m = 1 nothing waits, and the formula gives 1. The proof takes the wall time from the plateau theorem and leaves the algebra to `field_simp`.

```lean
/-- With `m ≥ 1` pools for `m + 1` k-points the efficiency is `1/2 + 1/(2m)`. -/
theorem efficiency_one_pool_short {m : ℕ} (hm : 0 < m) :
    efficiency (m + 1) m = 1 / 2 + 1 / (2 * (m : ℝ)) := by
  have hm' : (1 : ℝ) ≤ m := by exact_mod_cast hm
  have h : wallTime (m + 1) m = 2 :=
    (wallTime_eq_two_iff hm).2 ⟨by push_cast; linarith, by omega⟩
  have hm0 : (m : ℝ) ≠ 0 := by linarith
  unfold efficiency
  rw [h]
  push_cast
  field_simp
```

Consequently no constant larger than 1/2 can serve as a lower bound for all 1 ≤ p ≤ n. Given c > 1/2, choose a natural number m > 1/(c − 1/2). Then

1/(2m) < 1/m < c − 1/2,

so m pools with m + 1 k-points have an efficiency below c. In Lean, `exists_nat_gt` supplies m, and the pair `m + 1`, `m` is the witness.

```lean
/-- The bound one half is sharp: for every `c > 1/2` some choice with `1 ≤ p ≤ n` has
efficiency below `c`. -/
theorem half_is_sharp {c : ℝ} (hc : 1 / 2 < c) :
    ∃ n p : ℕ, 0 < p ∧ p ≤ n ∧ efficiency n p < c := by
  have hd : 0 < c - 1 / 2 := by linarith
  obtain ⟨m, hm⟩ := exists_nat_gt (1 / (c - 1 / 2))
  have hm' : (0 : ℝ) < m := lt_trans (by positivity) hm
  have hm0 : 0 < m := by exact_mod_cast hm'
  refine ⟨m + 1, m, hm0, by omega, ?_⟩
  rw [efficiency_one_pool_short hm0]
  rw [div_lt_iff₀ hd] at hm
  have h : 1 / (2 * (m : ℝ)) < c - 1 / 2 := by
    rw [div_lt_iff₀ (by positivity)]
    linarith
  linarith

end KPointPools
```

```lean
#print axioms KPointPools.wallTime_le_makespan
-- 'KPointPools.wallTime_le_makespan' depends on axioms: [propext, Classical.choice, Quot.sound]
#print axioms KPointPools.efficiency_bounds
-- 'KPointPools.efficiency_bounds' depends on axioms: [propext, Classical.choice, Quot.sound]
#print axioms KPointPools.fewest_pools
-- 'KPointPools.fewest_pools' depends on axioms: [propext, Classical.choice, Quot.sound]
#print axioms KPointPools.half_is_sharp
-- 'KPointPools.half_is_sharp' depends on axioms: [propext, Classical.choice, Quot.sound]
```
